# Periodic images raise the Coulomb splitting of a layer at nonzero in-plane wavenumber

The lemma compares the splitting S g/(1 + r g) at two Coulomb couplings g: the wavenumber q for a truncated interaction, and q c(q) for an infinite periodic stack of period L. Here c(q) is the sum of exp(−q L |n|) over all integers n, the layer itself being n = 0. For S, L and q positive and r nonnegative, with the same S and r in both cases, the splitting is strictly larger in the stack. The proof uses the closed form of the sum to show c(q) > 1, so that the stack has the larger coupling, and then clears the positive denominators to compare the two splittings.

Lean 4 with Mathlib refuses this proof:

```lean
import Mathlib

open Filter Topology

namespace TruncatedLtPeriodic

noncomputable section

/-- For `q L > 0`, the image sum `c(q)`: the sum of the factors `exp (-q L |n|)` with which all
layers of a stack of period `L` act on one layer at in-plane wavenumber `q`, the layer itself being
`n = 0`. -/
def imageSum (L q : ℝ) : ℝ := ∑' n : ℤ, Real.exp (-(q * L * |(n : ℝ)|))

/-- The splitting of strength `S` at Coulomb coupling `g` and screening length `r`, on the
domain `1 + r g ≠ 0`. The coupling is `q` for a truncated interaction and `q c(q)` for a
periodic stack. -/
def splitting (S r g : ℝ) : ℝ := S * g / (1 + r * g)

/-- For positive period and wavenumber the series over the images converges, and its sum is
`(1 + exp (-q L)) / (1 - exp (-q L))`. -/
theorem hasSum_images {L q : ℝ} (hL : 0 < L) (hq : 0 < q) :
    HasSum (fun n : ℤ => Real.exp (-(q * L * |(n : ℝ)|)))
      ((1 + Real.exp (-(q * L))) / (1 - Real.exp (-(q * L)))) := by
  have hx : Real.exp (-(q * L)) < 1 :=
    Real.exp_lt_one_iff.mpr (neg_lt_zero.mpr (mul_pos hq hL))
  have hg := hasSum_geometric_of_lt_one (Real.exp_pos (-(q * L))).le hx
  have key : ∀ n : ℕ, Real.exp (-(q * L * (n : ℝ))) = Real.exp (-(q * L)) ^ n := by
    intro n
    rw [← Real.exp_nat_mul]
    congr 1
    ring
  -- the layer itself and the images above it
  have h1 : HasSum (fun n : ℕ => Real.exp (-(q * L * |((n : ℤ) : ℝ)|)))
      (1 - Real.exp (-(q * L)))⁻¹ := by
    have e : (fun n : ℕ => Real.exp (-(q * L * |((n : ℤ) : ℝ)|)))
        = fun n : ℕ => Real.exp (-(q * L)) ^ n := by
      funext n
      rw [← key n, Int.cast_natCast, abs_of_nonneg (Nat.cast_nonneg n : (0 : ℝ) ≤ n)]
    rw [e]
    exact hg
  -- the images below it
  have h2 : HasSum (fun n : ℕ => Real.exp (-(q * L * |((-((n : ℤ) + 1) : ℤ) : ℝ)|)))
      (Real.exp (-(q * L)) * (1 - Real.exp (-(q * L)))⁻¹) := by
    have e : (fun n : ℕ => Real.exp (-(q * L * |((-((n : ℤ) + 1) : ℤ) : ℝ)|)))
        = fun n : ℕ => Real.exp (-(q * L)) * Real.exp (-(q * L)) ^ n := by
      funext n
      have habs : |((-((n : ℤ) + 1) : ℤ) : ℝ)| = ((n + 1 : ℕ) : ℝ) := by
        push_cast
        rw [abs_neg, abs_of_nonneg (by positivity)]
      rw [habs, key, pow_succ']
    rw [e]
    exact hg.mul_left _
  have h := HasSum.of_nat_of_neg_add_one
    (f := fun n : ℤ => Real.exp (-(q * L * |(n : ℝ)|))) h1 h2
  have e : (1 + Real.exp (-(q * L))) / (1 - Real.exp (-(q * L)))
      = (1 - Real.exp (-(q * L)))⁻¹
        + Real.exp (-(q * L)) * (1 - Real.exp (-(q * L)))⁻¹ := by
    rw [div_eq_mul_inv]
    ring
  rw [e]
  exact h

/-- For positive strength, period and wavenumber and nonnegative screening length, the periodic
images strictly raise the splitting. -/
theorem truncated_lt_periodic {S r L q : ℝ} (hS : 0 < S) (hr : 0 ≤ r) (hL : 0 < L)
    (hq : 0 < q) : splitting S r q < splitting S r (q * imageSum L q) := by
  have hx : Real.exp (-(q * L)) < 1 :=
    Real.exp_lt_one (neg_lt_zero.mpr (mul_pos hq hL))
  have hc : 1 < imageSum L q := by
    rw [imageSum, (hasSum_images hL hq).tsum_eq, lt_div_iff₀ (by linarith)]
    linarith [Real.exp_pos (-(q * L))]
  have hg : q < q * imageSum L q := lt_mul_of_one_lt_right hq hc
  generalize q * imageSum L q = g at hg ⊢
  have hg0 : 0 < g := hq.trans hg
  have h1 : 0 < 1 + r * q := by positivity
  have h2 : 0 < 1 + r * g := by positivity
  unfold splitting
  rw [div_lt_iff₀ h1, div_mul_eq_mul_div, lt_div_iff₀ h2]
  nlinarith [mul_lt_mul_of_pos_left hg hS]

end

end TruncatedLtPeriodic
```

Messages:

```
Main.lean:68:4: error(lean.unknownIdentifier): Unknown constant `Real.exp_lt_one`
```

Cause. Lean reports that the constant `Real.exp_lt_one` is unknown: no declaration of that name is available in this file with the Mathlib it imports. The name was called in the step `hx`, which states that exp(−q L) is less than 1.

The argument given to it was sound, being a proof that −(q L) is negative. The repair keeps that argument and passes it to `Real.exp_lt_one_iff.mpr`. The lemma `Real.exp_lt_one_iff` is an equivalence between exp x < 1 and x < 0, and `.mpr` takes its right side to its left, which is the direction needed. The earlier theorem `hasSum_images` already proves the same bound in this way.

Fix (accepted with no message):

```diff
@@ -66,5 +66,5 @@
     (hq : 0 < q) : splitting S r q < splitting S r (q * imageSum L q) := by
   have hx : Real.exp (-(q * L)) < 1 :=
-    Real.exp_lt_one (neg_lt_zero.mpr (mul_pos hq hL))
+    Real.exp_lt_one_iff.mpr (neg_lt_zero.mpr (mul_pos hq hL))
   have hc : 1 < imageSum L q := by
     rw [imageSum, (hasSum_images hL hq).tsum_eq, lt_div_iff₀ (by linarith)]
```
